# With identical central nearest-neighbour springs of positive stiffness, the fcc phonon matrix at real k is positive definite exactly when k·r is not a multiple of 2π for some neighbour r

Classical thermal mean-square displacements in a harmonic crystal can be computed as a sum over the modes on a wavevector mesh, with each term divided by $\omega^2$. A zero-frequency mode has no finite term and is left out of such a sum. For an fcc crystal with one atom per lattice point and only identical central nearest-neighbour springs of positive stiffness, these modes occur exactly at the reciprocal lattice vectors, where all three frequencies vanish.

## Identical springs of positive stiffness

Let each atom of mass $M$ be joined to its twelve neighbours $r$ by springs of stiffness $K>0$, which resist stretching but not sideways motion. Lengths are in units of half the cubic lattice constant, so $|r|=\sqrt2$. For displacements $x e^{ik\cdot R}$ at sites $R$, Newton's law gives

$$M\omega^2x=K\sum_r(1-e^{ik\cdot r})\frac{r(r\cdot x)}{2}=\frac K2D(k)x,$$

because the sines cancel between $r$ and $-r$. Here $D(k)=\sum_r(1-\cos k\cdot r)\,rr^T$. With $K<0$, positive eigenvalues of $D$ would mean negative $\omega^2$.

Lean starts from this matrix; the reduction of a real crystal's forces to such springs is a physical assumption. `dynMatrix` is $D(k)$ without the textbook factor $K/(2M)$, and `bond` lists the neighbours.

```lean
import Mathlib

open Matrix Real

namespace FccPhononStability

noncomputable section

/-- The twelve fcc nearest-neighbour vectors, the permutations of (±1, ±1, 0). -/
def bond : Fin 12 → Fin 3 → ℝ :=
  ![![1, 1, 0], ![1, -1, 0], ![-1, 1, 0], ![-1, -1, 0],
    ![0, 1, 1], ![0, 1, -1], ![0, -1, 1], ![0, -1, -1],
    ![1, 0, 1], ![-1, 0, 1], ![1, 0, -1], ![-1, 0, -1]]

/-- The matrix D(k), the sum of (1 - cos k·r) r rᵀ over the twelve fcc neighbours r. -/
def dynMatrix (k : Fin 3 → ℝ) : Matrix (Fin 3) (Fin 3) ℝ :=
  ∑ i, (1 - cos (k ⬝ᵥ bond i)) • vecMulVec (bond i) (bond i)
```

## A real wavevector

Real $k$, typed `Fin 3 → ℝ`, describes a wave that neither grows nor decays across the crystal. By hand, it makes every term non-negative in

$$x\cdot D(k)x=\sum_r(1-\cos k\cdot r)(x\cdot r)^2 .$$

The sum therefore vanishes only if, for each $r$, either $k\cdot r\in2\pi\mathbb Z$ or $x\cdot r=0$. For $k=(i\kappa,0,0)$ with real $\kappa\ne0$, the weights are $1-\cosh\kappa<0$ or zero, and $D$ is negative definite.

`InPhase` says that a phase is an integer multiple of $2\pi$. `energy_eq` expands the form, and `energy_eq_zero_iff` uses $\cos\le1$ to split the vanishing sum into its terms.

```lean
/-- The phase φ is an integer multiple of 2π. -/
def InPhase (φ : ℝ) : Prop := ∃ n : ℤ, (n : ℝ) * (2 * π) = φ

/-- A phase φ is an integer multiple of 2π exactly when 1 - cos φ vanishes. -/
theorem inPhase_iff (φ : ℝ) : InPhase φ ↔ 1 - cos φ = 0 :=
  (Real.cos_eq_one_iff φ).symm.trans ⟨fun h => by linarith, fun h => by linarith⟩

/-- The scalar products of a vector with the twelve neighbours, in coordinates. -/
theorem dot_bond (k : Fin 3 → ℝ) (i : Fin 12) : k ⬝ᵥ bond i =
    ![k 0 + k 1, k 0 + -k 1, -k 0 + k 1, -k 0 + -k 1,
      k 1 + k 2, k 1 + -k 2, -k 1 + k 2, -k 1 + -k 2,
      k 2 + k 0, k 2 + -k 0, -k 2 + k 0, -k 2 + -k 0] i := by
  fin_cases i <;> simp [bond, dotProduct, Fin.sum_univ_three] <;> ring

/-- The quadratic form of D(k) is the sum of the bond energies (1 - cos k·r)(x·r)². -/
theorem energy_eq (k x : Fin 3 → ℝ) : x ⬝ᵥ (dynMatrix k *ᵥ x) =
    ∑ i, (1 - cos (k ⬝ᵥ bond i)) * (x ⬝ᵥ bond i) ^ 2 := by
  simp only [dynMatrix, dotProduct, mulVec, Matrix.sum_apply, Matrix.smul_apply,
    vecMulVec_apply, Fin.sum_univ_three, smul_eq_mul, Finset.sum_mul, Finset.mul_sum,
    ← Finset.sum_add_distrib]
  exact Finset.sum_congr rfl fun i _ => by ring

/-- A displacement x costs no energy exactly when, for every neighbour r, the phase k·r is a
multiple of 2π or x is orthogonal to r. -/
theorem energy_eq_zero_iff (k x : Fin 3 → ℝ) : x ⬝ᵥ (dynMatrix k *ᵥ x) = 0 ↔
    ∀ i, InPhase (k ⬝ᵥ bond i) ∨ x ⬝ᵥ bond i = 0 := by
  rw [energy_eq, Finset.sum_eq_zero_iff_of_nonneg
    (fun i _ => mul_nonneg (sub_nonneg.2 (Real.cos_le_one _)) (sq_nonneg _))]
  simp only [Finset.mem_univ, true_implies, mul_eq_zero, inPhase_iff,
    pow_eq_zero_iff (two_ne_zero)]
```

## The fcc shell and a non-zero displacement

The fcc geometry enters through triangles of neighbours. Suppose $x=(u,v,w)\neq0$ costs no energy, and take $r=(1,1,0)$. If $u+v\ne0$, then $r$ is in phase. If $u+v=0$, use

$$r=(1,0,1)+(0,1,-1)=(1,0,-1)+(0,1,1).$$

The products of $x$ with the first pair are $u+w$ and $v-w=-(u+w)$; with the second, $u-w$ and $v+w=-(u-w)$. If $u+w\ne0$, both bonds of the first pair are in phase, and so is their sum $r$. If $u-w\ne0$, the second pair gives the same. Both can vanish only if $u=v=w=0$, which is excluded. Permuting coordinates and changing signs, in $k$ and $x$ together, treats the other bonds.

`inPhase_of_triangles` is this argument, with $a,b,c$ the components of $k$; `t1` and `t2` are the two triangles. `inPhase_of_zero_mode` applies it twelve times.

Bonds that merely span space are not enough: the six simple cubic neighbours at $k=(\pi,0,0)$ give $\mathrm{diag}(4,0,0)$. Without $x\ne0$, the zero displacement would count as a zero mode at every $k$.

```lean
/-- Two triangles of bonds share the bond with phase a + b. If each of the five bonds is in phase
or unstretched by a non-zero displacement (u, v, w), the shared bond is in phase. -/
theorem inPhase_of_triangles (a b c u v w : ℝ) (hx : 0 < u ^ 2 + v ^ 2 + w ^ 2)
    (h1 : InPhase (a + b) ∨ u + v = 0)
    (h2 : InPhase (b + c) ∨ v + w = 0) (h3 : InPhase (b + -c) ∨ v + -w = 0)
    (h4 : InPhase (c + a) ∨ w + u = 0) (h5 : InPhase (-c + a) ∨ -w + u = 0) :
    InPhase (a + b) := by
  rcases h1 with h | h
  · exact h
  -- first triangle: a + b = (c + a) + (b - c)
  have t1 : InPhase (a + b) ∨ w + u = 0 := by
    rcases h4 with ⟨m, hm⟩ | h4
    · rcases h3 with ⟨n, hn⟩ | h3
      · exact Or.inl ⟨m + n, by push_cast; linear_combination hm + hn⟩
      · exact Or.inr (by linarith)
    · exact Or.inr h4
  -- second triangle: a + b = (a - c) + (b + c)
  have t2 : InPhase (a + b) ∨ -w + u = 0 := by
    rcases h5 with ⟨m, hm⟩ | h5
    · rcases h2 with ⟨n, hn⟩ | h2
      · exact Or.inl ⟨m + n, by push_cast; linear_combination hm + hn⟩
      · exact Or.inr (by linarith)
    · exact Or.inr h5
  rcases t1 with t1 | t1
  · exact t1
  rcases t2 with t2 | t2
  · exact t2
  have hu : u = 0 := by linarith
  have hv : v = 0 := by linarith
  have hw : w = 0 := by linarith
  rw [hu, hv, hw] at hx
  norm_num at hx

/-- If some non-zero displacement costs no energy at wavevector k, then k·r is an integer
multiple of 2π for all twelve neighbours r. -/
theorem inPhase_of_zero_mode (k x : Fin 3 → ℝ) (hx : x ≠ 0)
    (h : x ⬝ᵥ (dynMatrix k *ᵥ x) = 0) (i : Fin 12) : InPhase (k ⬝ᵥ bond i) := by
  have hp : 0 < x 0 ^ 2 + x 1 ^ 2 + x 2 ^ 2 := by
    obtain ⟨j, hj⟩ := Function.ne_iff.mp hx
    have hj' : x j ≠ 0 := hj
    have hpos : 0 < x j ^ 2 := by positivity
    have hle : x j ^ 2 ≤ ∑ i, x i ^ 2 :=
      Finset.single_le_sum (f := fun i => x i ^ 2) (fun i _ => sq_nonneg _) (Finset.mem_univ j)
    rw [Fin.sum_univ_three] at hle
    linarith
  have H := (energy_eq_zero_iff k x).1 h
  simp only [dot_bond] at H
  have T := inPhase_of_triangles
  rw [dot_bond]
  -- every bond is the shared side of two triangles
  fin_cases i
  · exact T (k 0) (k 1) (k 2) (x 0) (x 1) (x 2) (by linarith) (H 0) (H 4) (H 5) (H 8) (H 10)
  · exact T (k 0) (-k 1) (k 2) (x 0) (-x 1) (x 2) (by linarith) (H 1) (H 6) (H 7) (H 8) (H 10)
  · exact T (-k 0) (k 1) (k 2) (-x 0) (x 1) (x 2) (by linarith) (H 2) (H 4) (H 5) (H 9) (H 11)
  · exact T (-k 0) (-k 1) (k 2) (-x 0) (-x 1) (x 2) (by linarith) (H 3) (H 6) (H 7) (H 9) (H 11)
  · exact T (k 1) (k 2) (k 0) (x 1) (x 2) (x 0) (by linarith) (H 4) (H 8) (H 9) (H 0) (H 2)
  · exact T (k 1) (-k 2) (k 0) (x 1) (-x 2) (x 0) (by linarith) (H 5) (H 10) (H 11) (H 0) (H 2)
  · exact T (-k 1) (k 2) (k 0) (-x 1) (x 2) (x 0) (by linarith) (H 6) (H 8) (H 9) (H 1) (H 3)
  · exact T (-k 1) (-k 2) (k 0) (-x 1) (-x 2) (x 0) (by linarith) (H 7) (H 10) (H 11) (H 1) (H 3)
  · exact T (k 2) (k 0) (k 1) (x 2) (x 0) (x 1) (by linarith) (H 8) (H 0) (H 1) (H 4) (H 6)
  · exact T (k 2) (-k 0) (k 1) (x 2) (-x 0) (x 1) (by linarith) (H 9) (H 2) (H 3) (H 4) (H 6)
  · exact T (-k 2) (k 0) (k 1) (-x 2) (x 0) (x 1) (by linarith) (H 10) (H 0) (H 1) (H 5) (H 7)
  · exact T (-k 2) (-k 0) (k 1) (-x 2) (-x 0) (x 1) (by linarith) (H 11) (H 2) (H 3) (H 5) (H 7)
```

## At least one bond out of phase

This condition says that the wave does not move all neighbours in step with the central atom. If it holds, no non-zero $x$ has zero energy, so the non-negative form is strictly positive. If it fails, every weight vanishes and $D(k)=0$.

In `posDef_iff`, one direction tests the vector $(1,1,1)$; the other checks symmetry, which `PosDef` includes, and then uses `inPhase_of_zero_mode`. `eq_zero_or_posDef` records that $D$ is never singular without being zero.

To locate the exceptions, write $k_0+k_1=2\pi m$, $k_0-k_1=2\pi n$ and $k_1+k_2=2\pi l$ with integers $m,n,l$. Then

$$k=\pi(m+n,\;m-n,\;2l-m+n),$$

whose integer indices have equal parity. Conversely, equal parity makes all sums and differences of indices even, so every phase is a multiple of $2\pi$. `not_posDef_iff_reciprocal` follows these steps; the points form the bcc reciprocal lattice.

```lean
/-- For real k, D(k) is positive definite if and only if k·r fails to be an integer multiple
of 2π for at least one fcc neighbour r. -/
theorem posDef_iff (k : Fin 3 → ℝ) :
    (dynMatrix k).PosDef ↔ ∃ i, ¬ InPhase (k ⬝ᵥ bond i) := by
  rw [Matrix.posDef_iff_dotProduct_mulVec]
  constructor
  · rintro ⟨-, hpos⟩
    by_contra hno
    have hall : ∀ i, InPhase (k ⬝ᵥ bond i) := fun i => by
      by_contra hi
      exact hno ⟨i, hi⟩
    have hone : (fun _ => 1 : Fin 3 → ℝ) ≠ 0 := fun h => one_ne_zero (congrFun h 0)
    have h1 := hpos hone
    rw [star_trivial, (energy_eq_zero_iff k _).2 fun i => Or.inl (hall i)] at h1
    exact lt_irrefl _ h1
  · rintro ⟨i, hi⟩
    refine ⟨?_, fun x hx => ?_⟩
    · change (dynMatrix k)ᴴ = dynMatrix k
      ext a b
      simp only [dynMatrix, Matrix.conjTranspose_apply, star_trivial, Matrix.sum_apply,
        Matrix.smul_apply, vecMulVec_apply, smul_eq_mul]
      exact Finset.sum_congr rfl fun _ _ => by ring
    · rw [star_trivial]
      have hnn : 0 ≤ x ⬝ᵥ (dynMatrix k *ᵥ x) := by
        rw [energy_eq]
        exact Finset.sum_nonneg fun i _ =>
          mul_nonneg (sub_nonneg.2 (Real.cos_le_one _)) (sq_nonneg _)
      exact lt_of_le_of_ne hnn fun h => hi (inPhase_of_zero_mode k x hx h.symm i)

/-- At every real wavevector, D(k) is either the zero matrix or positive definite. -/
theorem eq_zero_or_posDef (k : Fin 3 → ℝ) : dynMatrix k = 0 ∨ (dynMatrix k).PosDef := by
  by_cases h : ∃ i, ¬ InPhase (k ⬝ᵥ bond i)
  · exact Or.inr ((posDef_iff k).2 h)
  · left
    refine Finset.sum_eq_zero fun i _ => ?_
    have hi : InPhase (k ⬝ᵥ bond i) := by
      by_contra hi
      exact h ⟨i, hi⟩
    rw [(inPhase_iff _).1 hi, zero_smul]

/-- D(k) fails to be positive definite exactly at the wavevectors k = π(h₀, h₁, h₂) whose
integer indices are all even or all odd. -/
theorem not_posDef_iff_reciprocal (k : Fin 3 → ℝ) : ¬ (dynMatrix k).PosDef ↔
    ∃ h : Fin 3 → ℤ, (∀ j, k j = π * h j) ∧ Even (h 0 - h 1) ∧ Even (h 1 - h 2) := by
  rw [posDef_iff, not_exists]
  simp only [not_not, dot_bond]
  constructor
  · intro H
    -- three of the phases already determine k
    obtain ⟨m, hm⟩ : InPhase (k 0 + k 1) := H 0
    obtain ⟨n, hn⟩ : InPhase (k 0 + -k 1) := H 1
    obtain ⟨l, hl⟩ : InPhase (k 1 + k 2) := H 4
    refine ⟨![m + n, m - n, 2 * l - m + n], ?_, ⟨n, ?_⟩, ⟨m - n - l, ?_⟩⟩
    · intro j
      fin_cases j
      · change k 0 = π * ((m + n : ℤ) : ℝ)
        push_cast
        linarith
      · change k 1 = π * ((m - n : ℤ) : ℝ)
        push_cast
        linarith
      · change k 2 = π * ((2 * l - m + n : ℤ) : ℝ)
        push_cast
        linarith
    · change (m + n) - (m - n) = n + n
      ring
    · change (m - n) - (2 * l - m + n) = (m - n - l) + (m - n - l)
      ring
  · rintro ⟨h, hk, ⟨p, hp⟩, ⟨q, hq⟩⟩ i
    have hp' : (h 0 : ℝ) - h 1 = p + p := by exact_mod_cast hp
    have hq' : (h 1 : ℝ) - h 2 = q + q := by exact_mod_cast hq
    have e2 := hk 2
    have e1 : k 1 = π * (h 2 + 2 * q) := by
      rw [hk 1]
      linear_combination π * hq'
    have e0 : k 0 = π * (h 2 + 2 * p + 2 * q) := by
      rw [hk 0]
      linear_combination π * hp' + π * hq'
    have neg : ∀ {a b : ℝ}, InPhase a → a = -b → InPhase b := by
      rintro a b ⟨n, hn⟩ hab
      exact ⟨-n, by push_cast; linarith⟩
    have a0 : InPhase (k 0 + k 1) := ⟨h 2 + p + 2 * q, by rw [e0, e1]; push_cast; ring⟩
    have a1 : InPhase (k 0 + -k 1) := ⟨p, by rw [e0, e1]; ring⟩
    have a4 : InPhase (k 1 + k 2) := ⟨h 2 + q, by rw [e1, e2]; push_cast; ring⟩
    have a5 : InPhase (k 1 + -k 2) := ⟨q, by rw [e1, e2]; ring⟩
    have a8 : InPhase (k 2 + k 0) := ⟨h 2 + p + q, by rw [e0, e2]; push_cast; ring⟩
    have a9 : InPhase (k 2 + -k 0) := ⟨-(p + q), by rw [e0, e2]; push_cast; ring⟩
    have a2 : InPhase (-k 0 + k 1) := neg a1 (by ring)
    have a3 : InPhase (-k 0 + -k 1) := neg a0 (by ring)
    have a6 : InPhase (-k 1 + k 2) := neg a5 (by ring)
    have a7 : InPhase (-k 1 + -k 2) := neg a4 (by ring)
    have a10 : InPhase (-k 2 + k 0) := neg a9 (by ring)
    have a11 : InPhase (-k 2 + -k 0) := neg a8 (by ring)
    fin_cases i
    exacts [a0, a1, a2, a3, a4, a5, a6, a7, a8, a9, a10, a11]

end

end FccPhononStability
```

```lean
#print axioms FccPhononStability.posDef_iff
#print axioms FccPhononStability.eq_zero_or_posDef
#print axioms FccPhononStability.not_posDef_iff_reciprocal
```

```
'FccPhononStability.posDef_iff' depends on axioms: [propext, Classical.choice, Quot.sound]
'FccPhononStability.eq_zero_or_posDef' depends on axioms: [propext, Classical.choice, Quot.sound]
'FccPhononStability.not_posDef_iff_reciprocal' depends on axioms: [propext, Classical.choice, Quot.sound]
```

## Two wavevectors worked out

At $k=(\pi,0,0)$, the four bonds $(0,\pm1,\pm1)$ have weight 0 and the other eight have weight 2. Hence

$$D=2\,[\mathrm{diag}(4,4,0)+\mathrm{diag}(4,0,4)]=\mathrm{diag}(16,8,8),$$

so $\omega^2=8K/M$ for the longitudinal mode and $4K/M$ for the two transverse ones. At $k=(\pi,\pi,\pi)$ every phase is $0$ or $\pm2\pi$, and $D=0$.
